# The optimal back-propagation time grows as log N in a two-exponential error model

In auxiliary-field Monte Carlo, back propagation is one way to estimate an observable that does not commute with the Hamiltonian. Suppose that the squared bias decays exponentially with the back-propagation time, and that the variance grows exponentially with it and is inversely proportional to the walker population $N$. With all constants positive, exactly one real value of the back-propagation time then minimises the mean-square error, and the minimum is proportional to a fixed negative power of $N$. If that value is not positive, which happens for small populations, the best physical choice is no back propagation.

```lean
import Mathlib

open Real

namespace BackPropagationError

noncomputable section

/-- Mean-square error of a back-propagated observable at back-propagation time `τ`, for positive
`a`, `b`, `g`, `c` and population `N`: a squared bias decaying at rate `2 * g`, plus a variance
growing at rate `c`. -/
def mse (a b g c N τ : ℝ) : ℝ :=
  a * exp (-(2 * g * τ)) + b / N * exp (c * τ)

/-- The optimal back-propagation time, for positive `a`, `b`, `g`, `c` and `N`. -/
def optTime (a b g c N : ℝ) : ℝ :=
  log (2 * g * a * N / (b * c)) / (2 * g + c)

/-- The population-independent constant in the minimal error, for positive `a`, `b`, `g`
and `c`. -/
def prefactor (a b g c : ℝ) : ℝ :=
  a * (1 + 2 * g / c) * (2 * g * a / (b * c)) ^ (-(2 * g / (2 * g + c)))

variable {a b g c N : ℝ}

/-- For positive parameters, at the optimal time `c` times the variance equals `2 * g` times the
squared bias. -/
theorem balance (ha : 0 < a) (hb : 0 < b) (hg : 0 < g) (hc : 0 < c) (hN : 0 < N) :
    c * (b / N * exp (c * optTime a b g c N)) =
      2 * g * (a * exp (-(2 * g * optTime a b g c N))) := by
  have hne : 2 * g + c ≠ 0 := by positivity
  have key : ∀ L : ℝ, (2 * g + c) * (L / (2 * g + c)) = L := fun L => by field_simp
  have ht : (2 * g + c) * optTime a b g c N = log (2 * g * a * N / (b * c)) := key _
  have hexp : exp ((2 * g + c) * optTime a b g c N) = 2 * g * a * N / (b * c) := by
    rw [ht, exp_log (by positivity)]
  -- the ratio of the two exponentials is fixed by the optimal time
  have hsplit : exp (c * optTime a b g c N) =
      2 * g * a * N / (b * c) * exp (-(2 * g * optTime a b g c N)) := by
    rw [← hexp, ← exp_add]
    congr 1
    ring
  have hcoef : c * (b / N) * (2 * g * a * N / (b * c)) = 2 * g * a := by field_simp
  rw [hsplit]
  linear_combination exp (-(2 * g * optTime a b g c N)) * hcoef

/-- For positive parameters, every back-propagation time other than the optimal one has a
strictly larger mean-square error. -/
theorem mse_optTime_lt (ha : 0 < a) (hb : 0 < b) (hg : 0 < g) (hc : 0 < c) (hN : 0 < N)
    {τ : ℝ} (hτ : τ ≠ optTime a b g c N) :
    mse a b g c N (optTime a b g c N) < mse a b g c N τ := by
  have hbal := balance ha hb hg hc hN
  unfold mse
  generalize optTime a b g c N = t at hτ hbal ⊢
  have hs : τ - t ≠ 0 := sub_ne_zero.mpr hτ
  -- factor out the values at the optimum
  have e1 : exp (-(2 * g * τ)) = exp (-(2 * g * t)) * exp (-(2 * g * (τ - t))) := by
    rw [← exp_add]
    congr 1
    ring
  have e2 : exp (c * τ) = exp (c * t) * exp (c * (τ - t)) := by
    rw [← exp_add]
    congr 1
    ring
  have i1 := add_one_lt_exp (neg_ne_zero.mpr (mul_ne_zero (by positivity : 2 * g ≠ 0) hs))
  have i2 := add_one_lt_exp (mul_ne_zero hc.ne' hs)
  have hA : 0 < a * exp (-(2 * g * t)) := by positivity
  have hB : 0 < b / N * exp (c * t) := by positivity
  rw [e1, e2, ← mul_assoc, ← mul_assoc]
  generalize a * exp (-(2 * g * t)) = A at hA hbal ⊢
  generalize b / N * exp (c * t) = B at hB hbal ⊢
  -- the linear terms cancel by the balance condition
  have h1 := mul_pos hA (sub_pos.mpr i1)
  have h2 := mul_pos hB (sub_pos.mpr i2)
  have h3 : (τ - t) * (c * B) = (τ - t) * (2 * g * A) := by rw [hbal]
  nlinarith [h1, h2, h3]

/-- For positive parameters, the error at the optimal time is a population-independent constant
times `N ^ (-2g/(2g+c))`. -/
theorem mse_optTime (ha : 0 < a) (hb : 0 < b) (hg : 0 < g) (hc : 0 < c) (hN : 0 < N) :
    mse a b g c N (optTime a b g c N) =
      prefactor a b g c * N ^ (-(2 * g / (2 * g + c))) := by
  have hbal := balance ha hb hg hc hN
  -- the bias factor at the optimum is a power of the population
  have hE : exp (-(2 * g * optTime a b g c N)) =
      (2 * g * a / (b * c)) ^ (-(2 * g / (2 * g + c))) * N ^ (-(2 * g / (2 * g + c))) := by
    have harg : 2 * g * a / (b * c) * N = 2 * g * a * N / (b * c) := by ring
    rw [← mul_rpow (by positivity) hN.le, harg, rpow_def_of_pos (by positivity)]
    unfold optTime
    congr 1
    ring
  -- the variance is `2g/c` times the squared bias
  have hB : b / N * exp (c * optTime a b g c N) =
      2 * g / c * (a * exp (-(2 * g * optTime a b g c N))) := by
    have h : c * (2 * g / c) = 2 * g := by field_simp
    apply mul_left_cancel₀ hc.ne'
    linear_combination hbal - (a * exp (-(2 * g * optTime a b g c N))) * h
  unfold mse prefactor
  rw [hB, hE]
  ring

/-- For positive parameters, a real time minimises the mean-square error globally exactly when
it is `log (2gaN/(bc)) / (2g+c)`, and the minimal error is a population-independent constant
times `N ^ (-2g/(2g+c))`. -/
theorem optimal_back_propagation (ha : 0 < a) (hb : 0 < b) (hg : 0 < g) (hc : 0 < c)
    (hN : 0 < N) :
    (∀ τ, (∀ σ, mse a b g c N τ ≤ mse a b g c N σ) ↔ τ = optTime a b g c N) ∧
      mse a b g c N (optTime a b g c N) =
        prefactor a b g c * N ^ (-(2 * g / (2 * g + c))) := by
  refine ⟨fun τ => ⟨fun h => ?_, fun h σ => ?_⟩, mse_optTime ha hb hg hc hN⟩
  · by_contra hne
    exact not_le_of_gt (mse_optTime_lt ha hb hg hc hN hne) (h _)
  · subst h
    by_cases hσ : σ = optTime a b g c N
    · rw [hσ]
    · exact (mse_optTime_lt ha hb hg hc hN hσ).le

/-- For positive parameters, multiplying the population by `k > 0` shifts the optimal time by
`log k / (2g+c)` and multiplies the minimal error by `k ^ (-2g/(2g+c))`. -/
theorem population_scaling (ha : 0 < a) (hb : 0 < b) (hg : 0 < g) (hc : 0 < c) (hN : 0 < N)
    {k : ℝ} (hk : 0 < k) :
    optTime a b g c (k * N) = optTime a b g c N + log k / (2 * g + c) ∧
      mse a b g c (k * N) (optTime a b g c (k * N)) =
        k ^ (-(2 * g / (2 * g + c))) * mse a b g c N (optTime a b g c N) := by
  constructor
  · have harg : 2 * g * a * (k * N) / (b * c) = k * (2 * g * a * N / (b * c)) := by ring
    have hpos : 2 * g * a * N / (b * c) ≠ 0 := by positivity
    unfold optTime
    rw [harg, log_mul hk.ne' hpos]
    ring
  · rw [mse_optTime ha hb hg hc (mul_pos hk hN), mse_optTime ha hb hg hc hN,
      mul_rpow hk.le hN.le]
    ring

/-- For positive parameters, the optimal time is positive exactly when the population exceeds
the threshold set by `b * c < 2 * g * a * N`. -/
theorem optTime_pos_iff (ha : 0 < a) (hb : 0 < b) (hg : 0 < g) (hc : 0 < c) (hN : 0 < N) :
    0 < optTime a b g c N ↔ b * c < 2 * g * a * N := by
  have hs : 0 < 2 * g + c := by positivity
  unfold optTime
  rw [div_pos_iff_of_pos_right hs, log_pos_iff (by positivity), one_lt_div (by positivity)]

/-- For positive parameters with `2 * g * a * N ≤ b * c`, every positive back-propagation time
has a larger error than no back propagation. -/
theorem no_back_propagation (ha : 0 < a) (hb : 0 < b) (hg : 0 < g) (hc : 0 < c) (hN : 0 < N)
    (h : 2 * g * a * N ≤ b * c) {τ : ℝ} (hτ : 0 < τ) :
    mse a b g c N 0 < mse a b g c N τ := by
  have hslope : 2 * g * a ≤ b / N * c := by
    rw [div_mul_eq_mul_div, le_div_iff₀ hN]
    exact h
  have hbN : 0 < b / N := by positivity
  have i1 := add_one_lt_exp (neg_ne_zero.mpr (by positivity : 2 * g * τ ≠ 0))
  have i2 := add_one_lt_exp (by positivity : c * τ ≠ 0)
  simp only [mse, mul_zero, neg_zero, exp_zero]
  generalize b / N = B at hslope hbN ⊢
  -- the initial slope of the error is nonnegative
  have h1 := mul_pos ha (sub_pos.mpr i1)
  have h2 := mul_pos hbN (sub_pos.mpr i2)
  have h3 := mul_nonneg hτ.le (sub_nonneg.mpr hslope)
  nlinarith [h1, h2, h3]

end

end BackPropagationError
```

```lean
#print axioms BackPropagationError.optimal_back_propagation
#print axioms BackPropagationError.population_scaling
#print axioms BackPropagationError.optTime_pos_iff
#print axioms BackPropagationError.no_back_propagation
```

```
'BackPropagationError.optimal_back_propagation' depends on axioms: [propext, Classical.choice, Quot.sound]
'BackPropagationError.population_scaling' depends on axioms: [propext, Classical.choice, Quot.sound]
'BackPropagationError.optTime_pos_iff' depends on axioms: [propext, Classical.choice, Quot.sound]
'BackPropagationError.no_back_propagation' depends on axioms: [propext, Classical.choice, Quot.sound]
```

## Bias against variance

Without back propagation, the observable is measured between a trial state on the left and the propagated walkers on the right. Back propagation applies imaginary-time evolution to the trial state as well, for a time $\tau$, which filters out its excited-state components. The function `mse` models the resulting error as

$$f(\tau) = a\,e^{-2g\tau} + \frac{b}{N}\,e^{c\tau}.$$

The first term is the squared bias. The constant $g$ is the gap to the excited state that dominates the contamination, in units with $\hbar = 1$. An error linear in that state's amplitude decays as $e^{-g\tau}$, so its square decays as $e^{-2g\tau}$, and $a$ is the squared bias at $\tau = 0$.

The second term is the variance. Its factor $1/N$ stands for averaging over effectively independent walkers, and $b/N$ is the variance at $\tau = 0$. The growth rate $c$ is postulated: it stands for the loss of statistical quality along longer paths, as the weights or phases of the walkers fluctuate more strongly.

Both exponentials are assumptions about the simulation, not consequences of a Hamiltonian. The model has a single gap and no bias that survives at long $\tau$, such as that of a phase constraint. The constants $a$, $b$, $g$ and $c$ do not depend on $N$ or $\tau$.

## What the theorems state

All quantities are real numbers, and the hypotheses `ha`, `hb`, `hg`, `hc` and `hN` make the five parameters positive. The population is thus treated as a continuous variable, which includes every whole number of walkers from one upwards. Write

$$\tau^* = \frac{\log\!\big(2gaN/(bc)\big)}{2g+c}, \qquad p = \frac{2g}{2g+c}, \qquad K = a\left(1+\frac{2g}{c}\right)\left(\frac{2ga}{bc}\right)^{-p}.$$

In the code $\tau^*$ is `optTime a b g c N` and $K$ is `prefactor a b g c`. Since `prefactor` does not take $N$ as an argument, its independence of the population is visible in its type.

The theorem `optimal_back_propagation` has two parts. First, a time $\tau$ satisfies $f(\tau) \le f(\sigma)$ for every real $\sigma$ if and only if $\tau = \tau^*$. Second, $f(\tau^*) = K N^{-p}$.

By `population_scaling`, multiplying the population by $k > 0$ shifts the optimal time by $\log k/(2g+c)$ and multiplies the minimal error by $k^{-p}$. For $c = 2g$ the exponent is $p = 1/2$, so halving the minimal mean-square error takes four times as many walkers. Within this two-exponential model, $\tau^*$ therefore increases with the population, and the minimal error $f(\tau^*)$ falls more slowly than $1/N$.

Minimisation over all reals includes negative times, which have no physical meaning here. The theorem `optTime_pos_iff` says that $\tau^* > 0$ exactly when $bc < 2gaN$. If $2gaN \le bc$, then `no_back_propagation` says that every $\tau > 0$ has a larger error than $\tau = 0$. The best admissible choice is then no back propagation, with error $a + b/N$. The power law describes the best physical error only for $N \ge bc/(2ga)$.

## Balance at the optimum

Write $A = a e^{-2g\tau^*}$ for the squared bias and $B = (b/N)e^{c\tau^*}$ for the variance at the optimal time. Setting the derivative of $f$ to zero gives

$$-2ga\,e^{-2g\tau} + \frac{cb}{N}e^{c\tau} = 0, \qquad\text{so}\qquad e^{(2g+c)\tau} = \frac{2gaN}{bc}.$$

Taking the logarithm gives $\tau = \tau^*$, and the stationarity condition becomes $cB = 2gA$.

The lemma `balance` proves this last identity without derivatives. It starts from the definition of $\tau^*$, uses `exp_log` to recover $e^{(2g+c)\tau^*} = 2gaN/(bc)$, and splits the exponential to express $e^{c\tau^*}$ through $e^{-2g\tau^*}$. The remaining algebra is done by `linear_combination`.

## Why every other time is worse

Let $s = \tau - \tau^*$ with $s \neq 0$. Then

$$f(\tau) - f(\tau^*) = A\,(e^{-2gs} - 1) + B\,(e^{cs} - 1).$$

For every $x \neq 0$ one has $e^x > 1 + x$. Applying this to both exponentials, with $A, B > 0$, gives

$$f(\tau) - f(\tau^*) > -2gsA + csB = s\,(cB - 2gA) = 0.$$

This is `mse_optTime_lt`. The equations `e1` and `e2` factor out the values at the optimum, `add_one_lt_exp` supplies the two strict inequalities, and `nlinarith` adds them, with the linear terms cancelling by the balance condition. The main theorem turns the strict inequality into an equivalence: a minimiser different from $\tau^*$ would contradict it, and $\tau^*$ itself is a minimiser because every other time gives more.

## The minimal error as a power of N

The balance condition gives $B = (2g/c)A$, so $f(\tau^*) = A(1 + 2g/c)$. Inserting $\tau^*$ into the squared bias,

$$A = a\exp\!\left(-p\,\log\frac{2gaN}{bc}\right) = a\left(\frac{2ga}{bc}\right)^{-p} N^{-p},$$

and therefore $f(\tau^*) = K N^{-p}$. In `mse_optTime` the two steps are `hB` for the ratio of variance to squared bias and `hE` for the exponential. The latter uses `rpow_def_of_pos`, which writes a real power of a positive number as an exponential, and `mul_rpow`, which separates the factor containing $N$.

The scaling with $k$ follows from $\log(kx) = \log k + \log x$ for the time and $(kN)^{-p} = k^{-p}N^{-p}$ for the error.

## Small populations

Since $2g + c > 0$, the sign of $\tau^*$ is that of its logarithm, which is positive exactly when $2gaN/(bc) > 1$. That is the proof of `optTime_pos_iff`.

For `no_back_propagation`, the exponential inequality is applied at $\tau = 0$ instead of at the optimum. For $\tau > 0$,

$$f(\tau) - f(0) = a\,(e^{-2g\tau} - 1) + \frac{b}{N}(e^{c\tau} - 1) > \tau\left(\frac{bc}{N} - 2ga\right) \ge 0,$$

where the last step is the assumption $2gaN \le bc$ divided by $N$, recorded in the code as `hslope`.

## A variance that does not grow

The hypothesis $c > 0$ is needed for a minimum to exist. Take $a = b = g = N = 1$ and $c = 0$. Then $f(\tau) = e^{-2\tau} + 1$, which decreases strictly towards $1$ and never reaches it, so no time is optimal. Lean's conventions $2/0 = 0$ and $\log 0 = 0$ still make `optTime` return $0$ in this case, but $f(0) = 2$ is larger than $f(1) = 1 + e^{-2}$.
